# A sine-Gordon fluxon and the speed at which bias power balances friction

A long Josephson junction can hold a fluxon, a localised twist of \(2\pi\) in the phase difference \(\varphi(x,t)\) between its two superconductors. A bias current pushes the fluxon along, while quasiparticle tunnelling brakes it. At what speed do the two effects balance?

Measure length in Josephson penetration depths, time in inverse plasma frequencies, and hence velocity in units of the Swihart velocity, the speed that linear electromagnetic waves in the junction approach at short wavelengths. A standard model with a uniform bias current density \(\eta\), in units of the critical current density, and a dimensionless friction coefficient \(\alpha\) is

\[
\varphi_{tt}-\varphi_{xx}+\sin\varphi=-\alpha\varphi_t-\eta .
\]

If no energy flows through the ends of the junction, multiplying by \(\varphi_t\) and integrating over \(x\) shows that the field energy gains \(\int(-\eta\varphi_t)\,dx\) and loses \(\int\alpha\varphi_t^2\,dx\) per unit time. For weak bias and friction, one evaluates both powers on the fluxon of the undisturbed equation. That approximation is assumed here: the balance below does not show that the driven equation has a travelling solution at the resulting speed.

```lean
import Mathlib

open MeasureTheory Filter Topology
open scoped Real

namespace MovingFluxon

noncomputable section
```

## The fluxon and its two powers

For \(|v|<1\) set \(\gamma=1/\sqrt{1-v^2}\), written `lorentz v`. Lean also gives this expression a value for \(|v|\ge1\), but the theorems about the fluxon exclude that range.

```lean
/-- The Lorentz factor `1/√(1 - v²)`, for speeds `|v| < 1` in units of the Swihart velocity. -/
def lorentz (v : ℝ) : ℝ := 1 / Real.sqrt (1 - v ^ 2)
```

The fluxon is \(\varphi=4\arctan e^{\gamma(x-vt)}\) on an infinite line. The arguments of `fluxon v x t` are velocity, position and time.

```lean
/-- The phase difference of a fluxon moving along a long junction with velocity `v`, `|v| < 1`. -/
def fluxon (v x t : ℝ) : ℝ := 4 * Real.arctan (Real.exp (lorentz v * (x - v * t)))
```

The powers are defined as integrals of the actual time derivative at fixed \(x\), so their closed forms have to be derived. The minus sign in the bias term makes positive \(\eta\) drive this fluxon towards positive \(x\).

```lean
/-- The power fed into the fluxon by a uniform bias current `η`: the integral of `-η φ_t`. -/
def biasPower (η v t : ℝ) : ℝ := ∫ x, -η * deriv (fun s => fluxon v x s) t

/-- The power lost to quasiparticle friction of strength `α`: the integral of `α φ_t²`. -/
def frictionLoss (α v t : ℝ) : ℝ := ∫ x, α * (deriv (fun s => fluxon v x s) t) ^ 2
```

## Slope and supercurrent of the profile

Everything reduces to the exponential identities

\[
2e^u\cosh u=1+e^{2u},\qquad 2e^u\sinh u=e^{2u}-1 .
\]

```lean
/-- The hyperbolic cosine and sine written through the single exponential `exp u`. -/
theorem exp_mul_cosh_sinh (u : ℝ) :
    2 * Real.exp u * Real.cosh u = 1 + Real.exp u ^ 2 ∧
      2 * Real.exp u * Real.sinh u = Real.exp u ^ 2 - 1 := by
  have h : Real.exp u * Real.exp (-u) = 1 := by rw [← Real.exp_add]; simp
  rw [Real.cosh_eq, Real.sinh_eq]
  constructor
  · linear_combination h
  · linear_combination -h
```

Let \(u(s)\) have rate \(c\) at \(s\). The chain rule and the first identity give

\[
\frac{d}{ds}\,4\arctan e^{u}=\frac{4c\,e^u}{1+e^{2u}}=\frac{2c}{\cosh u},
\qquad
\frac{d}{ds}\frac{2c}{\cosh u}=-\frac{2c^2\sinh u}{\cosh^2u},
\]

with \(c\) held fixed in the second formula. `HasDerivAt` states that the derivative exists and has the given value. The tactic `linear_combination` finishes the algebra by adding stated multiples of known equations.

```lean
/-- Slope of the kink profile along a path `u` with rate `c` at `s`, and the rate of change
of `2c / cosh u` there. -/
theorem hasDerivAt_profile {u : ℝ → ℝ} {c s : ℝ} (hu : HasDerivAt u c s) :
    HasDerivAt (fun r => 4 * Real.arctan (Real.exp (u r))) (2 * c / Real.cosh (u s)) s ∧
      HasDerivAt (fun r => 2 * c / Real.cosh (u r))
        (-(2 * c ^ 2 * Real.sinh (u s) / Real.cosh (u s) ^ 2)) s := by
  have hC := (Real.cosh_pos (u s)).ne'
  constructor
  · refine (hu.exp.arctan.const_mul 4).congr_deriv ?_
    have hne : 1 + Real.exp (u s) ^ 2 ≠ 0 := by positivity
    have hw := one_div_mul_cancel hne
    rw [eq_div_iff hC]
    linear_combination 2 * c * (1 / (1 + Real.exp (u s) ^ 2)) * (exp_mul_cosh_sinh (u s)).1
      + 2 * c * hw
  · refine ((hasDerivAt_const s (2 * c)).fun_div hu.cosh hC).congr_deriv ?_
    ring
```

For the supercurrent, put \(\theta=\arctan e^u\). Then \(\sin\theta=e^u\cos\theta\) and \(\cos^2\theta=1/(1+e^{2u})\), so

\[
\sin2\theta=\frac1{\cosh u},\qquad \cos2\theta=-\frac{\sinh u}{\cosh u},\qquad
\sin4\theta=2\sin2\theta\cos2\theta=-\frac{2\sinh u}{\cosh^2u}.
\]

In the proof, `h1` and `h2` are the two double-angle values.

```lean
/-- The Josephson supercurrent `sin φ` of the kink profile in terms of hyperbolic functions. -/
theorem sin_profile (u : ℝ) :
    Real.sin (4 * Real.arctan (Real.exp u)) = -(2 * Real.sinh u / Real.cosh u ^ 2) := by
  obtain ⟨kC, kS⟩ := exp_mul_cosh_sinh u
  have hC := (Real.cosh_pos u).ne'
  have hs := Real.tan_arctan (Real.exp u)
  rw [Real.tan_eq_sin_div_cos, div_eq_iff (Real.cos_arctan_pos _).ne'] at hs
  have hk : Real.cos (Real.arctan (Real.exp u)) ^ 2 * (1 + Real.exp u ^ 2) = 1 := by
    rw [Real.cos_sq_arctan]
    exact one_div_mul_cancel (by positivity)
  rw [show 4 * Real.arctan (Real.exp u) = 2 * (2 * Real.arctan (Real.exp u)) by ring,
    Real.sin_two_mul, Real.sin_two_mul, Real.cos_two_mul, hs]
  generalize Real.cos (Real.arctan (Real.exp u)) = c at hk ⊢
  have h1 : 2 * Real.exp u * c ^ 2 = 1 / Real.cosh u := by
    rw [eq_div_iff hC]
    linear_combination c ^ 2 * kC + hk
  have h2 : 2 * c ^ 2 - 1 = -Real.sinh u / Real.cosh u := by
    rw [eq_div_iff hC]
    apply mul_left_cancel₀ (Real.exp_pos u).ne'
    linear_combination c ^ 2 * kC + hk - kC / 2 + kS / 2
  calc _ = 2 * (2 * Real.exp u * c ^ 2) * (2 * c ^ 2 - 1) := by ring
    _ = _ := by rw [h1, h2]; ring
```

## The undisturbed field equation

Below the limiting speed \(1-v^2>0\), so \(\gamma>0\) and \(\gamma^2(1-v^2)=1\).

```lean
/-- Below the limiting speed the Lorentz factor is positive and satisfies `γ²(1 - v²) = 1`. -/
theorem lorentz_sq {v : ℝ} (hv : |v| < 1) :
    0 < lorentz v ∧ lorentz v ^ 2 * (1 - v ^ 2) = 1 := by
  obtain ⟨h1, h2⟩ := abs_lt.1 hv
  have h : 0 < 1 - v ^ 2 := by nlinarith
  refine ⟨one_div_pos.2 (Real.sqrt_pos.2 h), ?_⟩
  rw [lorentz, div_pow, Real.sq_sqrt h.le, one_pow, one_div_mul_cancel h.ne']
```

With \(u=\gamma(x-vt)\), the rates are \(u_x=\gamma\) and \(u_t=-\gamma v\). The profile formulas give

\[
\varphi_{xx}=-\frac{2\gamma^2\sinh u}{\cosh^2u},\qquad
\varphi_{tt}=-\frac{2\gamma^2v^2\sinh u}{\cosh^2u},
\]

and therefore

\[
\varphi_{tt}-\varphi_{xx}+\sin\varphi
=\frac{2\sinh u}{\cosh^2u}\bigl(\gamma^2(1-v^2)-1\bigr)=0 .
\]

The theorem states this at every \(x\) and \(t\). Its proof first identifies the first derivatives as functions, then differentiates them again.

```lean
/-- The moving fluxon solves the sine-Gordon equation `φ_tt - φ_xx + sin φ = 0` for `|v| < 1`. -/
theorem fluxon_sineGordon {v : ℝ} (hv : |v| < 1) (x t : ℝ) :
    deriv (deriv (fun s => fluxon v x s)) t - deriv (deriv (fun y => fluxon v y t)) x
      + Real.sin (fluxon v x t) = 0 := by
  have px : ∀ y, HasDerivAt (fun y => lorentz v * (y - v * t)) (lorentz v) y := fun y =>
    (((hasDerivAt_id' y).sub_const (v * t)).const_mul (lorentz v)).congr_deriv (by ring)
  have pt : ∀ s, HasDerivAt (fun s => lorentz v * (x - v * s)) (-(lorentz v * v)) s := fun s =>
    ((((hasDerivAt_id' s).const_mul v).const_sub x).const_mul (lorentz v)).congr_deriv (by ring)
  -- first derivatives, as functions
  have hx : deriv (fun y => fluxon v y t) =
      fun y => 2 * lorentz v / Real.cosh (lorentz v * (y - v * t)) :=
    funext fun y => (hasDerivAt_profile (px y)).1.deriv
  have ht : deriv (fun s => fluxon v x s) =
      fun s => 2 * (-(lorentz v * v)) / Real.cosh (lorentz v * (x - v * s)) :=
    funext fun s => (hasDerivAt_profile (pt s)).1.deriv
  -- second derivatives
  have hxx := (hasDerivAt_profile (px x)).2.deriv
  have htt := (hasDerivAt_profile (pt t)).2.deriv
  rw [hx, ht, hxx, htt, fluxon, sin_profile]
  linear_combination (2 * Real.sinh (lorentz v * (x - v * t)) /
    Real.cosh (lorentz v * (x - v * t)) ^ 2) * (lorentz_sq hv).2
```

In a simulation of this lossless, one-dimensional equation, the formula supplies initial data and a known later state for comparison, provided the boundaries are far from the fluxon.

## Total phase and squared slope

An antiderivative of \(2/\cosh u\) is \(4\arctan e^u\), which rises from \(0\) to \(2\pi\). An antiderivative of \(1/\cosh^2u\) is \(-2/(1+e^{2u})\), which rises from \(-2\) to \(0\). Hence

\[
\int_{-\infty}^{\infty}\frac{du}{\cosh u}=\pi,\qquad
\int_{-\infty}^{\infty}\frac{du}{\cosh^2u}=2 .
\]

Both integrals converge: \(e^{|u|}\ge1+|u|+u^2/2\) and \(e^{-|u|}\ge1-|u|\) give \(1+u^2\le4\cosh u\), while \(\cosh u\ge1\) bounds the second integrand by the first. In the code, `hI` and `hJ` state that the two integrands are integrable, and these bounds are established inside their proofs.

```lean
/-- The areas under `1/cosh` and `1/cosh²` on the whole line are `π` and `2`. -/
theorem integral_sech :
    ∫ u : ℝ, (Real.cosh u)⁻¹ = π ∧ ∫ u : ℝ, (Real.cosh u ^ 2)⁻¹ = 2 := by
  have hI : Integrable (fun u : ℝ => (Real.cosh u)⁻¹) := by
    refine (integrable_inv_one_add_sq.const_mul 4).mono'
      (Real.continuous_cosh.inv₀ fun u => (Real.cosh_pos u).ne').aestronglyMeasurable
      (Eventually.of_forall fun u => ?_)
    have h : 1 + u ^ 2 ≤ 4 * Real.cosh u := by
      rw [← Real.cosh_abs u, Real.cosh_eq]
      have h1 := Real.quadratic_le_exp_of_nonneg (abs_nonneg u)
      have h2 := Real.add_one_le_exp (-|u|)
      nlinarith [sq_abs u]
    rw [Real.norm_of_nonneg (inv_nonneg.2 (Real.cosh_pos u).le), ← one_div, ← div_eq_mul_inv,
      div_le_div_iff₀ (Real.cosh_pos u) (by positivity)]
    linarith
  have hJ : Integrable (fun u : ℝ => (Real.cosh u ^ 2)⁻¹) := by
    refine hI.mono' ((Real.continuous_cosh.pow 2).inv₀
      fun u => (pow_pos (Real.cosh_pos u) 2).ne').aestronglyMeasurable
      (Eventually.of_forall fun u => ?_)
    rw [Real.norm_of_nonneg (inv_nonneg.2 (sq_nonneg _))]
    exact inv_anti₀ (Real.cosh_pos u) (by nlinarith [Real.one_le_cosh u])
  constructor
  · have hd : ∀ u : ℝ, HasDerivAt (fun u => 4 * Real.arctan (Real.exp u))
        (2 * (Real.cosh u)⁻¹) u := fun u =>
      (hasDerivAt_profile (hasDerivAt_id' u)).1.congr_deriv (by ring)
    have e := integral_of_hasDerivAt_of_tendsto hd (hI.const_mul 2)
      (((Real.continuous_arctan.tendsto 0).comp Real.tendsto_exp_atBot).const_mul 4)
      (((tendsto_nhds_of_tendsto_nhdsWithin Real.tendsto_arctan_atTop).comp
        Real.tendsto_exp_atTop).const_mul 4)
    rw [integral_const_mul, Real.arctan_zero] at e
    linarith
  · have hd : ∀ u : ℝ, HasDerivAt (fun u => -2 / (1 + Real.exp u * Real.exp u))
        (Real.cosh u ^ 2)⁻¹ u := fun u => by
      have hne : 1 + Real.exp u * Real.exp u ≠ 0 := by positivity
      have hE := Real.hasDerivAt_exp u
      refine ((hasDerivAt_const u (-2 : ℝ)).fun_div
        ((hE.fun_mul hE).const_add 1) hne).congr_deriv ?_
      rw [← one_div, div_eq_div_iff (pow_ne_zero 2 hne) (pow_pos (Real.cosh_pos u) 2).ne']
      linear_combination (2 * Real.exp u * Real.cosh u + 1 + Real.exp u ^ 2) *
        (exp_mul_cosh_sinh u).1
    have hbot : Tendsto (fun u : ℝ => -2 / (1 + Real.exp u * Real.exp u)) atBot
        (𝓝 (-2 / (1 + 0 * 0))) :=
      tendsto_const_nhds.div (tendsto_const_nhds.add
        (Real.tendsto_exp_atBot.mul Real.tendsto_exp_atBot)) (by norm_num)
    have htop : Tendsto (fun u : ℝ => -2 / (1 + Real.exp u * Real.exp u)) atTop (𝓝 0) :=
      (tendsto_atTop_mono (fun u => by nlinarith [sq_nonneg (Real.exp u - 1 / 2)])
        Real.tendsto_exp_atTop).const_div_atTop (-2)
    rw [integral_of_hasDerivAt_of_tendsto hd hJ hbot htop]
    norm_num
```

Since \(\varphi_x=2\gamma/\cosh u\) and \(dx=du/\gamma\),

\[
\int\varphi_x\,dx=\frac{2\gamma\,\pi}{\gamma}=2\pi,\qquad
\int\varphi_x^2\,dx=\frac{4\gamma^2\cdot2}{\gamma}=8\gamma .
\]

The first value corresponds to one flux quantum. The local statement `sc` performs the shift and rescaling.

```lean
/-- For `|v| < 1` the fluxon carries total phase `∫ φ_x = 2π`, and `∫ φ_x² = 8γ`. -/
theorem fluxon_integrals {v : ℝ} (hv : |v| < 1) (t : ℝ) :
    ∫ x, deriv (fun y => fluxon v y t) x = 2 * π ∧
      ∫ x, (deriv (fun y => fluxon v y t) x) ^ 2 = 8 * lorentz v := by
  have hg := (lorentz_sq hv).1
  have hc := mul_inv_cancel₀ hg.ne'
  -- pass to the co-moving, Lorentz-contracted coordinate
  have sc : ∀ f : ℝ → ℝ, ∫ x, f (lorentz v * (x - v * t)) = (lorentz v)⁻¹ * ∫ u, f u := by
    intro f
    have h1 : ∫ x, f (lorentz v * (x - v * t)) = ∫ x, f (lorentz v * x) :=
      integral_sub_right_eq_self (fun x => f (lorentz v * x)) (v * t)
    rw [h1, Measure.integral_comp_mul_left f (lorentz v), abs_of_pos (inv_pos.2 hg), smul_eq_mul]
  have hd : ∀ x, deriv (fun y => fluxon v y t) x =
      2 * lorentz v * (Real.cosh (lorentz v * (x - v * t)))⁻¹ := fun x => by
    have p : HasDerivAt (fun y => lorentz v * (y - v * t)) (lorentz v) x :=
      (((hasDerivAt_id' x).sub_const (v * t)).const_mul (lorentz v)).congr_deriv (by ring)
    exact (hasDerivAt_profile p).1.deriv.trans (div_eq_mul_inv _ _)
  constructor
  · have s1 := sc (fun u => (Real.cosh u)⁻¹)
    calc _ = ∫ x, 2 * lorentz v * (Real.cosh (lorentz v * (x - v * t)))⁻¹ :=
          integral_congr_ae (Eventually.of_forall hd)
      _ = 2 * π := by
          rw [integral_const_mul, s1, integral_sech.1]
          linear_combination 2 * π * hc
  · have s2 := sc (fun u => (Real.cosh u ^ 2)⁻¹)
    calc _ = ∫ x, 4 * lorentz v ^ 2 * (Real.cosh (lorentz v * (x - v * t)) ^ 2)⁻¹ :=
          integral_congr_ae (Eventually.of_forall fun x => by
            simp only [hd x]
            ring)
      _ = 8 * lorentz v := by
          rw [integral_const_mul, s2, integral_sech.2]
          linear_combination 8 * lorentz v * hc
```

## The power balance

The fluxon moves rigidly, so \(\varphi_t=-v\varphi_x\), and

\[
\int(-\eta\varphi_t)\,dx=2\pi\eta v,\qquad
\int\alpha\varphi_t^2\,dx=8\alpha\gamma v^2 .
\]

```lean
/-- For `|v| < 1` the bias feeds in the power `2πηv` and friction removes `8αγv²`. -/
theorem fluxon_powers {v : ℝ} (hv : |v| < 1) (α η t : ℝ) :
    biasPower η v t = 2 * π * η * v ∧ frictionLoss α v t = 8 * α * lorentz v * v ^ 2 := by
  -- rigid motion: `φ_t = -v φ_x`
  have ht : ∀ x, deriv (fun s => fluxon v x s) t = -v * deriv (fun y => fluxon v y t) x := by
    intro x
    have px : HasDerivAt (fun y => lorentz v * (y - v * t)) (lorentz v) x :=
      (((hasDerivAt_id' x).sub_const (v * t)).const_mul (lorentz v)).congr_deriv (by ring)
    have pt : HasDerivAt (fun s => lorentz v * (x - v * s)) (-(lorentz v * v)) t :=
      ((((hasDerivAt_id' t).const_mul v).const_sub x).const_mul (lorentz v)).congr_deriv (by ring)
    have ex : deriv (fun y => fluxon v y t) x = _ := (hasDerivAt_profile px).1.deriv
    have et : deriv (fun s => fluxon v x s) t = _ := (hasDerivAt_profile pt).1.deriv
    rw [ex, et]
    ring
  obtain ⟨i1, i2⟩ := fluxon_integrals hv t
  constructor
  · calc biasPower η v t = ∫ x, η * v * deriv (fun y => fluxon v y t) x :=
          integral_congr_ae (Eventually.of_forall fun x => by
            simp only [ht x]
            ring)
      _ = _ := by rw [integral_const_mul, i1]; ring
  · calc frictionLoss α v t = ∫ x, α * v ^ 2 * (deriv (fun y => fluxon v y t) x) ^ 2 :=
          integral_congr_ae (Eventually.of_forall fun x => by
            simp only [ht x]
            ring)
      _ = _ := by rw [integral_const_mul, i2]; ring
```

Now let \(\alpha,\eta>0\) and \(r=4\alpha/(\pi\eta)\). For \(0<v<1\), dividing \(2\pi\eta v=8\alpha\gamma v^2\) by \(2\pi\eta v\) gives \(r\gamma v=1\). Squaring and using \(\gamma^2(1-v^2)=1\),

\[
r^2v^2=1-v^2,\qquad v=\frac1{\sqrt{1+r^2}} .
\]

Conversely, this \(v\) lies in \((0,1)\) and satisfies \((1+r^2)v^2=1\). Multiplication by \(\gamma^2\) gives \((r\gamma v)^2=1\), and positivity selects \(r\gamma v=1\), which restores the balance.

Take \(\alpha=0.03\) and \(\eta=0.16/\pi\). Then \(r=0.12/0.16=3/4\), so \(v=4/5\) and \(\gamma=5/3\). The bias power is \(2\cdot0.16\cdot0.8=0.256\), and the friction loss is \(8\cdot0.03\cdot\tfrac53\cdot0.64=0.256\).

Positive friction is needed. If \(\alpha=0\) and \(\eta>0\), the loss vanishes while the bias power \(2\pi\eta v\) is positive for every \(v\in(0,1)\). No speed in that interval balances them, and the formula returns the excluded value \(v=1\).

The theorem is an equivalence for every real \(v\) and every time \(t\): lying strictly between 0 and 1 and balancing the powers means exactly having the stated value. The condition \(0<v\) removes the fluxon at rest, for which both powers are zero. In the proof, `hgv` is \(r\gamma v=1\) and `hq` is \((1+r^2)v^2=1\), in both directions.

```lean
/-- For positive friction `α` and bias `η`, exactly one speed between 0 and 1 balances the bias
power against the friction loss, namely `1/√(1 + (4α/(πη))²)`. -/
theorem fluxon_terminal_velocity {α η : ℝ} (hα : 0 < α) (hη : 0 < η) (v t : ℝ) :
    (0 < v ∧ v < 1 ∧ biasPower η v t = frictionLoss α v t) ↔
      v = 1 / Real.sqrt (1 + (4 * α / (π * η)) ^ 2) := by
  have hπ := Real.pi_pos
  have hr0 : 0 < 4 * α / (π * η) := by positivity
  have hr : 4 * α / (π * η) * (π * η) = 4 * α := div_mul_cancel₀ _ (by positivity)
  generalize 4 * α / (π * η) = r at hr0 hr ⊢
  constructor
  · rintro ⟨h0, h1, hb⟩
    have hv : |v| < 1 := abs_lt.2 ⟨by linarith, h1⟩
    obtain ⟨hg, hg2⟩ := lorentz_sq hv
    rw [(fluxon_powers hv α η t).1, (fluxon_powers hv α η t).2] at hb
    -- divide the balance by the nonzero speed
    have hgv : r * lorentz v * v = 1 := by
      have hne : 2 * π * η * v ≠ 0 := by positivity
      apply mul_left_cancel₀ hne
      linear_combination 2 * lorentz v * v ^ 2 * hr - hb
    have hq : (1 + r ^ 2) * v ^ 2 = 1 := by
      linear_combination (1 - v ^ 2) * (r * lorentz v * v + 1) * hgv - r ^ 2 * v ^ 2 * hg2
    have hs : 1 + r ^ 2 = (1 / v) ^ 2 := by
      rw [div_pow, one_pow, eq_div_iff (by positivity)]
      exact hq
    rw [hs, Real.sqrt_sq (by positivity), one_div_one_div]
  · intro h
    have hR : 0 < Real.sqrt (1 + r ^ 2) := Real.sqrt_pos.2 (by positivity)
    have hR2 : Real.sqrt (1 + r ^ 2) ^ 2 = 1 + r ^ 2 := Real.sq_sqrt (by positivity)
    have hvR : v * Real.sqrt (1 + r ^ 2) = 1 := by
      rw [h, one_div_mul_cancel hR.ne']
    have h0 : 0 < v := by rw [h]; exact one_div_pos.2 hR
    have hq : (1 + r ^ 2) * v ^ 2 = 1 := by
      linear_combination (v * Real.sqrt (1 + r ^ 2) + 1) * hvR - v ^ 2 * hR2
    have h1 : v < 1 := by
      have : 0 < r ^ 2 * v ^ 2 := by positivity
      nlinarith
    have hv : |v| < 1 := abs_lt.2 ⟨by linarith, h1⟩
    obtain ⟨hg, hg2⟩ := lorentz_sq hv
    have hsq : (r * lorentz v * v) ^ 2 = 1 := by
      linear_combination lorentz v ^ 2 * hq + hg2
    have hgv : r * lorentz v * v = 1 :=
      (pow_eq_one_iff_of_nonneg (by positivity) two_ne_zero).1 hsq
    refine ⟨h0, h1, ?_⟩
    rw [(fluxon_powers hv α η t).1, (fluxon_powers hv α η t).2]
    linear_combination 2 * lorentz v * v ^ 2 * hr - 2 * π * η * v * hgv

end

end MovingFluxon
```

```lean
#print axioms MovingFluxon.fluxon_sineGordon
#print axioms MovingFluxon.fluxon_terminal_velocity
```

```
'MovingFluxon.fluxon_sineGordon' depends on axioms: [propext, Classical.choice, Quot.sound]
'MovingFluxon.fluxon_terminal_velocity' depends on axioms: [propext, Classical.choice, Quot.sound]
```
